# For antiunitary T in finite dimension, T exchanges the eigenspaces of T² at l and l*, and the eigenspace at −1 has even dimension

For a fixed number of electrons, time reversal applied twice multiplies every state by the same sign. Time reversal combined with a rotation need not do so, and the square W = T² of an antiunitary map T is therefore treated here as an operator with eigenspaces of its own. The question is how those eigenspaces are paired and which dimensions they can have.

The state space V is a complex inner-product space. It is assumed finite-dimensional from the surjectivity step onwards. No Hamiltonian appears, and T may be any antiunitary map, not only physical time reversal.

```lean
import Mathlib

open Module ComplexConjugate
open scoped InnerProductSpace

namespace AntiunitaryStructure

noncomputable section

variable {V : Type*} [NormedAddCommGroup V] [InnerProductSpace ℂ V]
```

## Antiunitary maps and their squares

A conjugate-linear map satisfies T(x + y) = Tx + Ty and T(cx) = c* Tx. It is antiunitary if it also turns every overlap into its complex conjugate:

⟨Tx, Ty⟩ = ⟨y, x⟩ for all x, y.

The inner product is conjugate-linear in its first argument, as is usual in physics. Many textbooks also require T to be invertible; here that is derived for V of finite dimension.

```lean
/-- A conjugate-linear map `T` of a finite-dimensional state space is antiunitary if it
turns every overlap into its complex conjugate: `⟨Tx, Ty⟩ = ⟨y, x⟩`. -/
def IsAntiunitary (T : V →ₛₗ[starRingEnd ℂ] V) : Prop :=
  ∀ x y, ⟪T x, T y⟫_ℂ = ⟪y, x⟫_ℂ
```

Two conjugations cancel, so W is linear in the ordinary sense:

W(cx) = T(c* Tx) = c T(Tx) = c Wx.

This is what `square` records. Its type `End ℂ V` is that of complex-linear operators on V, for which Mathlib defines eigenspaces.

```lean
/-- The square `W = T²` of a conjugate-linear map, as a complex-linear operator. -/
def square (T : V →ₛₗ[starRingEnd ℂ] V) : End ℂ V where
  toFun x := T (T x)
  map_add' x y := by simp only [map_add]
  map_smul' c x := by simp only [LinearMap.map_smulₛₗ, Complex.conj_conj, RingHom.id_apply]
```

The device that carries the argument is the arrow in `V →ₛₗ[starRingEnd ℂ] V`. It denotes a semilinear map, one that sends a scalar through a given ring homomorphism as it passes; `starRingEnd ℂ` is complex conjugation. The rule T(cx) = c* Tx is therefore part of the type of T, and the lemma `LinearMap.map_smulₛₗ` applies it. Rules for sums, negatives and zero are the same as for linear maps.

## T is invertible

If Tx = 0, then

0 = ⟨Tx, Tx⟩ = ⟨x, x⟩,

so x = 0. Because T is additive, this makes it injective.

```lean
/-- An antiunitary map sends distinct vectors to distinct vectors. -/
theorem IsAntiunitary.injective {T : V →ₛₗ[starRingEnd ℂ] V} (hT : IsAntiunitary T) :
    Function.Injective T := by
  refine (injective_iff_map_eq_zero T).2 fun x hx => ?_
  have h := hT x x
  rw [hx, inner_zero_left] at h
  exact inner_self_eq_zero.1 h.symm
```

W is then injective too, being T applied twice. An injective linear operator on a finite-dimensional space is surjective, so any y can be written as

y = Wx = T(Tx),

which exhibits y as the image of Tx. The detour through W lets the proof use the standard theorem for linear operators.

```lean
variable [FiniteDimensional ℂ V]

/-- On a finite-dimensional space every vector is the image of some vector under a given antiunitary
map. -/
theorem IsAntiunitary.surjective {T : V →ₛₗ[starRingEnd ℂ] V} (hT : IsAntiunitary T) :
    Function.Surjective T := by
  have hi : Function.Injective (square T) := fun x y h => hT.injective (hT.injective h)
  intro y
  obtain ⟨x, hx⟩ := LinearMap.injective_iff_surjective.1 hi y
  exact ⟨T x, hx⟩
```

## Eigenspaces in conjugate pairs

Suppose Wx = lx. Then

W(Tx) = T(Wx) = T(lx) = l* Tx,

so T maps ker(W − l) into ker(W − l*). Conversely, take y with Wy = l* y and write y = Tx. Then

T(Wx) = W(Tx) = l* Tx = T(lx),

and injectivity gives Wx = lx. Every vector of the second eigenspace thus comes from the first.

In Lean, `End.eigenspace (square T) l` is ker(W − l), and `Set.BijOn` combines three facts: T maps the first set into the second, is injective on it, and reaches all of the second. The number l is arbitrary; if it is not an eigenvalue, both spaces are {0}.

```lean
/-- For `T` antiunitary on a finite-dimensional space and every complex `l`, `T` maps the
eigenspace of `T²` at `l` bijectively onto the eigenspace at the conjugate of `l`. -/
theorem bijOn_eigenspace {T : V →ₛₗ[starRingEnd ℂ] V} (hT : IsAntiunitary T) (l : ℂ) :
    Set.BijOn T (End.eigenspace (square T) l : Set V)
      (End.eigenspace (square T) (conj l) : Set V) := by
  refine ⟨fun x hx => ?_, hT.injective.injOn, fun y hy => ?_⟩
  · have h : T (T x) = l • x := End.mem_eigenspace_iff.1 hx
    refine End.mem_eigenspace_iff.2 ?_
    change T (T (T x)) = conj l • T x
    rw [h, LinearMap.map_smulₛₗ]
  · -- write `y = T x` and cancel one factor of `T` from the eigenvalue equation
    obtain ⟨x, rfl⟩ := hT.surjective y
    have h : T (T (T x)) = conj l • T x := End.mem_eigenspace_iff.1 hy
    rw [← LinearMap.map_smulₛₗ] at h
    exact ⟨x, End.mem_eigenspace_iff.2 (hT.injective h), rfl⟩
```

Since T is not complex-linear, equality of the complex dimensions is obtained from orthonormal vectors. If b₁, …, b_m is an orthonormal basis of ker(W − l), then

⟨Tbᵢ, Tbⱼ⟩ = ⟨bⱼ, bᵢ⟩ = δᵢⱼ,

so ker(W − l*) contains m orthonormal vectors and has dimension at least m. The same inequality with l* in place of l gives the reverse bound. The code proves the inequality once, as `key`, and uses it twice; `finrank ℂ` is the complex dimension.

```lean
/-- For `T` antiunitary on a finite-dimensional space, the eigenspaces of `T²` at `l` and
at the conjugate of `l` have the same dimension. -/
theorem finrank_eigenspace_conj {T : V →ₛₗ[starRingEnd ℂ] V} (hT : IsAntiunitary T) (l : ℂ) :
    finrank ℂ (End.eigenspace (square T) l) =
      finrank ℂ (End.eigenspace (square T) (conj l)) := by
  have key : ∀ m : ℂ, finrank ℂ (End.eigenspace (square T) m) ≤
      finrank ℂ (End.eigenspace (square T) (conj m)) := by
    intro m
    -- `T` carries an orthonormal basis to an orthonormal family
    let b := stdOrthonormalBasis ℂ (End.eigenspace (square T) m)
    let f : Fin (finrank ℂ (End.eigenspace (square T) m)) →
        End.eigenspace (square T) (conj m) :=
      fun i => ⟨T (b i), (bijOn_eigenspace hT m).mapsTo (b i).2⟩
    have hf : Orthonormal ℂ f := by
      rw [orthonormal_iff_ite]
      intro i j
      have h := orthonormal_iff_ite.1 b.orthonormal j i
      refine ((hT (b i) (b j)).trans h).trans ?_
      rcases eq_or_ne i j with h | h
      · simp [h]
      · simp [h, h.symm]
    have hc := hf.linearIndependent.fintype_card_le_finrank
    rwa [Fintype.card_fin] at hc
  refine le_antisymm (key l) ?_
  have h := key (conj l)
  rwa [Complex.conj_conj] at h
```

## A fixed state in odd dimension

Let n = dim V be odd, and let bᵢ be an orthonormal basis of V. Define the matrix

Aᵢⱼ = ⟨bᵢ, Tbⱼ⟩ − ⟨bⱼ, Tbᵢ⟩.

It is antisymmetric, hence

det A = det Aᵀ = det(−A) = (−1)ⁿ det A = −det A,

and det A = 0. There is a nonzero column v with Av = 0. Put y = Σⱼ vⱼ* bⱼ, which is nonzero. Conjugate-linearity gives Ty = Σⱼ vⱼ Tbⱼ, and so

⟨bᵢ, Ty⟩ − ⟨y, Tbᵢ⟩ = Σⱼ Aᵢⱼ vⱼ = 0.

Both terms on the left are conjugate-linear in the vector bᵢ, so the equality extends to every x:

⟨x, Ty⟩ = ⟨y, Tx⟩.

Now let u = Ty, which is nonzero. Antiunitarity, followed by this identity at x = u, gives

⟨Wu, u⟩ = ⟨T(Tu), Ty⟩ = ⟨y, Tu⟩ = ⟨u, Ty⟩ = ⟨u, u⟩.

The conjugate equation is ⟨u, Wu⟩ = ⟨u, u⟩. Since W preserves norms,

‖Wu − u‖² = ⟨Wu, Wu⟩ − ⟨Wu, u⟩ − ⟨u, Wu⟩ + ⟨u, u⟩ = 0,

and therefore Wu = u. If u + Tu is nonzero, it is fixed, because T(u + Tu) = Tu + Wu = Tu + u. If it is zero, then Tu = −u, and

T(iu) = −i Tu = iu,

so iu is fixed. Dividing the fixed vector by its norm, a real number, gives a normalised state that T also leaves unchanged.

In the code, `hdet` is the determinant argument, `hb` and `hx` are the identity on the basis and on all of V, `hfix` is Wu = u, and the final `by_cases` separates the two choices of fixed vector.

```lean
/-- On a space of odd finite dimension every antiunitary map leaves some nonzero state
vector unchanged. -/
theorem exists_fixed_of_odd {T : V →ₛₗ[starRingEnd ℂ] V} (hT : IsAntiunitary T)
    (hodd : Odd (finrank ℂ V)) : ∃ x : V, x ≠ 0 ∧ T x = x := by
  let b := stdOrthonormalBasis ℂ V
  let A : Matrix (Fin (finrank ℂ V)) (Fin (finrank ℂ V)) ℂ :=
    Matrix.of fun i j => ⟪b i, T (b j)⟫_ℂ - ⟪b j, T (b i)⟫_ℂ
  -- an antisymmetric matrix of odd size is singular
  have hA : A.transpose = -A := by
    ext i j
    simp [A]
  have hdet : A.det = 0 := by
    have h := Matrix.det_transpose A
    rw [hA, Matrix.det_neg, Fintype.card_fin, hodd.neg_one_pow] at h
    linear_combination (-1 / 2 : ℂ) * h
  obtain ⟨v, hv, hAv⟩ := Matrix.exists_mulVec_eq_zero_iff.2 hdet
  let y : V := ∑ j, conj (v j) • b j
  have hy : y ≠ 0 := by
    intro h0
    apply hv
    funext j
    have h : ⟪b j, y⟫_ℂ = conj (v j) := b.orthonormal.inner_right_fintype _ j
    rw [h0, inner_zero_right] at h
    simpa using h.symm
  have hb : ∀ i, ⟪b i, T y⟫_ℂ = ⟪y, T (b i)⟫_ℂ := by
    intro i
    have h := congrFun hAv i
    simp only [Matrix.mulVec, dotProduct, A, Matrix.of_apply, sub_mul,
      Finset.sum_sub_distrib, Pi.zero_apply] at h
    have e1 : ⟪b i, T y⟫_ℂ = ∑ j, ⟪b i, T (b j)⟫_ℂ * v j := by
      simp only [y, map_sum, LinearMap.map_smulₛₗ, inner_sum, inner_smul_right,
        Complex.conj_conj, mul_comm]
    have e2 : ⟪y, T (b i)⟫_ℂ = ∑ j, ⟪b j, T (b i)⟫_ℂ * v j := by
      simp only [y, sum_inner, inner_smul_left, Complex.conj_conj, mul_comm]
    rw [e1, e2]
    exact sub_eq_zero.1 h
  have hx : ∀ x, ⟪x, T y⟫_ℂ = ⟪y, T x⟫_ℂ := by
    intro x
    rw [← b.sum_repr x]
    simp only [map_sum, sum_inner, inner_sum, LinearMap.map_smulₛₗ, inner_smul_left,
      inner_smul_right, hb]
  -- the state `u = T y` is invariant under `T²`
  obtain ⟨u, hu⟩ : ∃ u, u = T y := ⟨_, rfl⟩
  have hu0 : u ≠ 0 := fun h => hy (hT.injective (by rw [← hu, h, map_zero]))
  have hW : ⟪T (T u), u⟫_ℂ = ⟪u, u⟫_ℂ := by
    have h := (hT (T u) y).trans (hx u).symm
    rwa [← hu] at h
  have hW' : ⟪u, T (T u)⟫_ℂ = ⟪u, u⟫_ℂ := by
    rw [← inner_conj_symm, hW, inner_conj_symm]
  have hfix : T (T u) = u := by
    rw [← sub_eq_zero, ← inner_self_eq_zero (𝕜 := ℂ), inner_sub_left, inner_sub_right,
      inner_sub_right, hW, hW', hT, hT]
    ring
  -- symmetrise `u`, or rotate its phase if `T u = -u`
  by_cases h : u + T u = 0
  · refine ⟨Complex.I • u, smul_ne_zero Complex.I_ne_zero hu0, ?_⟩
    rw [LinearMap.map_smulₛₗ, eq_neg_of_add_eq_zero_right h, Complex.conj_I, neg_smul_neg]
  · exact ⟨u + T u, h, by rw [map_add, hfix, add_comm]⟩
```

## Even dimension at −1

The number −1 is its own conjugate, so T maps ker(W + 1) into itself. Restricted to that space, T is still antiunitary. If the dimension were odd, there would be a nonzero x in the space with Tx = x, and then

x = T(Tx) = Wx = −x,

which forces 2x = 0 and contradicts x ≠ 0. The dimension is therefore even, with zero allowed.

The Lean proof builds the restricted map as `S`, applies the odd-dimensional theorem to it, and carries the fixed-point equation back to V.

```lean
/-- For `T` antiunitary on a finite-dimensional space, the eigenspace of `T²` at `-1` has
even dimension. -/
theorem even_finrank_eigenspace_neg_one {T : V →ₛₗ[starRingEnd ℂ] V}
    (hT : IsAntiunitary T) : Even (finrank ℂ (End.eigenspace (square T) (-1))) := by
  have hmem : ∀ x ∈ End.eigenspace (square T) (-1),
      T x ∈ End.eigenspace (square T) (-1) := by
    intro x hx
    have h := (bijOn_eigenspace hT (-1)).mapsTo hx
    rwa [map_neg, map_one] at h
  -- restrict `T` to the eigenspace
  let S : End.eigenspace (square T) (-1) →ₛₗ[starRingEnd ℂ] End.eigenspace (square T) (-1) :=
    { toFun := fun x => ⟨T x, hmem x x.2⟩
      map_add' := fun x y => Subtype.ext (map_add T (x : V) (y : V))
      map_smul' := fun c x => Subtype.ext (T.map_smulₛₗ c (x : V)) }
  have hS : IsAntiunitary S := fun x y => hT x y
  by_contra hne
  -- a fixed state `x` would satisfy `x = T² x = -x`
  obtain ⟨x, hx0, hx⟩ := exists_fixed_of_odd hS (Nat.not_even_iff_odd.1 hne)
  have h1 : T (x : V) = x := congrArg Subtype.val hx
  have h2 : T (T (x : V)) = (-1 : ℂ) • (x : V) := End.mem_eigenspace_iff.1 x.2
  rw [h1, h1] at h2
  have h3 : (2 : ℂ) • (x : V) = 0 := by linear_combination (norm := module) h2
  exact hx0 (Subtype.ext ((smul_eq_zero.1 h3).resolve_left two_ne_zero))
```

When T² = −1 on all of V, as for time reversal with an odd number of electrons, ker(W + 1) is V itself and its dimension is even. For a finite spinor basis in electronic structure whose span is closed under such a T, this means an even number of independent basis functions. Kramers degeneracy is the case in which V is one finite-dimensional energy level. The step left to physics is that T maps the level into itself, which holds when T commutes with the Hamiltonian.

## A two-level block

The smallest space on which T can pair two different eigenvalues has two amplitudes, a and b. For a complex number w, set

T(a, b) = (w b*, a*).

Lean numbers the two components 0 and 1.

```lean
/-- The conjugate-linear map `(a, b) ↦ (w b*, a*)` of a two-level system. -/
def twoLevel (w : ℂ) :
    EuclideanSpace ℂ (Fin 2) →ₛₗ[starRingEnd ℂ] EuclideanSpace ℂ (Fin 2) where
  toFun x := !₂[w * conj (x 1), conj (x 0)]
  map_add' x y := by
    ext i
    fin_cases i <;> simp [mul_add]
  map_smul' c x := by
    ext i
    fin_cases i <;> simp [mul_left_comm]
```

For x = (x₀, x₁) and y = (y₀, y₁),

⟨Tx, Ty⟩ = |w|² x₁ y₁* + x₀ y₀*,

which equals ⟨y, x⟩ when |w| = 1. Applying T twice gives

W(a, b) = T(w b*, a*) = (w a, w* b).

The condition on w makes it a pure phase, the one that the first amplitude acquires when the operation is carried out twice.

```lean
/-- For a phase `w` of modulus one, the two-level map `(a, b) ↦ (w b*, a*)` is antiunitary
and its square multiplies the two amplitudes by `w` and by the conjugate of `w`. -/
theorem twoLevel_witness (w : ℂ) (hw : ‖w‖ = 1) :
    IsAntiunitary (twoLevel w) ∧
      ∀ a b : ℂ, square (twoLevel w) !₂[a, b] = !₂[w * a, conj w * b] := by
  constructor
  · intro x y
    have h : w * conj w = 1 := by
      rw [Complex.mul_conj, Complex.normSq_eq_norm_sq, hw]
      norm_num
    simp only [twoLevel, LinearMap.coe_mk, AddHom.coe_mk, PiLp.inner_apply,
      Fin.sum_univ_two, RCLike.inner_apply, Matrix.cons_val_zero, Matrix.cons_val_one,
      map_mul, Complex.conj_conj]
    linear_combination (x 1 * conj (y 1)) * h
  · intro a b
    ext i
    fin_cases i <;> simp [square, twoLevel]

end

end AntiunitaryStructure
```

Take w = i and the unnormalised vector x = (1 + i, 2). Then

Tx = (2i, 1 − i),

T(Tx) = (i(1 + i), −2i) = (−1 + i, −2i).

The result is i times the first amplitude and −i times the second, as W = diag(i, −i) requires, and the squared norm is 6 at each stage. The basis state (1, 0) has eigenvalue i, and T sends it to (0, 1), which has eigenvalue −i. Each of these eigenspaces is one-dimensional, so evenness is not a property of every eigenvalue of W. With w = −1 the two eigenvalues coincide at −1, and the eigenspace has dimension 2.

```lean
#print axioms AntiunitaryStructure.finrank_eigenspace_conj
-- 'AntiunitaryStructure.finrank_eigenspace_conj' depends on axioms: [propext, Classical.choice, Quot.sound]
#print axioms AntiunitaryStructure.even_finrank_eigenspace_neg_one
-- 'AntiunitaryStructure.even_finrank_eigenspace_neg_one' depends on axioms: [propext, Classical.choice, Quot.sound]
```
